# The Fourier integral of a charged sheet's potential over one slab cell

A plane-wave calculation of a surface repeats the slab along its normal $z$, so the slab interacts with copies of itself. One remedy is to cut the Coulomb interaction off along $z$ only, where the separation in that direction reaches half the cell length $L$. For charge that varies in the plane with wavevector of magnitude $g>0$, the interaction between two planes a distance $|z|$ apart is $(2\pi/g)e^{-g|z|}$ in Gaussian units. For the laterally averaged charge, $g=0$, this expression diverges. What remains after a divergent constant is subtracted is the potential of a uniform sheet of unit surface charge density, $-2\pi|z|$, whose magnitude grows without bound but which has finite integrals over a cell.

With $k=2\pi n/L$, $n$ an integer and $L>0$, the result is

$$
\int_{-L/2}^{L/2}-2\pi|z|\cos(kz)\,dz=
\begin{cases}
-\dfrac{\pi L^2}{2}, & n=0,\\[2mm]
\dfrac{4\pi\,(1-\cos(kL/2))}{k^2}, & n\neq0.
\end{cases}
$$

Each condition behind this formula has a physical meaning and does a definite job in the derivation.

## A cell centred on the sheet

The integration window is symmetric about the charged sheet: the interaction is cut off at the same distance above and below. This condition is built into the definitions. `sheetPotential` is the potential per unit surface charge density, `waveNumber L n` is $k$, and `slabKernel L n` is the integral itself, not a closed formula given the same name. All lengths are real numbers, and the mode index `n` has type `ℤ`.

In Lean 4 with Mathlib:

```lean
import Mathlib

open Real Filter Topology

namespace SlabKernelZeroInPlane

noncomputable section

/-- Potential at height `z` of a uniformly charged sheet of unit surface density, in Gaussian
units and with the value zero on the sheet. -/
def sheetPotential (z : ℝ) : ℝ := -2 * π * |z|

/-- Wave number `2 π n / L` of the `n`-th Fourier mode of a cell of length `L`. -/
def waveNumber (L : ℝ) (n : ℤ) : ℝ := 2 * π * n / L

/-- Fourier integral of the sheet potential over one cell, centred on the sheet. -/
def slabKernel (L : ℝ) (n : ℤ) : ℝ :=
  ∫ z in (-(L / 2))..(L / 2), sheetPotential z * cos (waveNumber L n * z)
```

By hand, symmetry halves the work. Both $|z|$ and $\cos(kz)$ are even, so

$$
\int_{-c}^{c}-2\pi|z|\cos(kz)\,dz=-4\pi\int_0^c z\cos(kz)\,dz
$$

for a cutoff $c\ge0$, and the absolute value is gone. The companion integral with $\sin(kz)$ is odd and vanishes. With an off-centre window the sine integral would in general survive, and the kernel would shift the phase of a charge wave as well as scale it.

In the proof, `integral_even` splits the interval at zero and reflects the left half onto the right. `integral_odd` reflects the whole interval, which shows that the integral equals its own negative. The continuity lemma supplies the integrability needed for splitting.

```lean
private lemma continuous_sheet : Continuous sheetPotential := by
  unfold sheetPotential
  fun_prop

private lemma integral_even {f : ℝ → ℝ} (hf : Continuous f) (he : ∀ x, f (-x) = f x) (c : ℝ) :
    ∫ z in (-c)..c, f z = 2 * ∫ z in (0 : ℝ)..c, f z := by
  have h := intervalIntegral.integral_comp_neg (a := 0) (b := c) f
  simp only [he, neg_zero] at h
  rw [← intervalIntegral.integral_add_adjacent_intervals
    (hf.intervalIntegrable (-c) 0) (hf.intervalIntegrable 0 c), ← h]
  ring

private lemma integral_odd {f : ℝ → ℝ} (ho : ∀ x, f (-x) = -f x) (c : ℝ) :
    ∫ z in (-c)..c, f z = 0 := by
  have h := intervalIntegral.integral_comp_neg (a := -c) (b := c) f
  simp only [ho, neg_neg, intervalIntegral.integral_neg] at h
  linarith
```

## The potential set to zero on the sheet

A uniformly charged infinite sheet has no natural zero of potential at infinity, so a reference must be chosen. Here it is the sheet itself. This choice matches the $g>0$ interaction once its value at $z=0$ has been subtracted:

$$
\frac{2\pi}{g}\left(e^{-g|z|}-1\right)
=2\pi\,\frac{e^{-g|z|}-e^{0}}{g}
\longrightarrow 2\pi\cdot(-|z|)\qquad(g\to0).
$$

The middle expression is a difference quotient in $g$, and the derivative of $e^{-g|z|}$ at $g=0$ is $-|z|$. Without the subtraction, the term $2\pi/g$ diverges. The discarded term does not depend on $z$, so it multiplies the total charge and contributes nothing for a neutral slab.

A different finite reference, $-2\pi|z|+C$, would add $CL$ to the $n=0$ value and leave every other mode unchanged, because a cosine with a nonzero whole number of periods integrates to zero over the cell. The value $-\pi L^2/2$ therefore belongs to this particular reference.

The theorem `sheetPotential_is_limit` states the limit separately for each fixed $z$. The filter `𝓝[≠] 0` lets $g$ approach zero from either side without reaching it, which includes the physical approach through positive values. The proof follows the calculation above: it establishes the derivative, converts it to a limit of slopes and multiplies by $2\pi$. It does not evaluate the Fourier integral at finite $g$.

```lean
/-- The sheet potential is the limit, as the in-plane wavevector `g` tends to zero, of
`(2 π / g) exp (-g |z|)` with its value at `z = 0` subtracted. -/
theorem sheetPotential_is_limit (z : ℝ) :
    Tendsto (fun g : ℝ => 2 * π / g * (exp (-g * |z|) - 1)) (𝓝[≠] 0)
      (𝓝 (sheetPotential z)) := by
  have hd : HasDerivAt (fun g : ℝ => exp (-g * |z|)) (-|z|) 0 := by
    have h := (((hasDerivAt_id' (0 : ℝ)).fun_neg).mul_const (|z|)).exp
    exact h.congr_deriv (by simp)
  -- the limit is a difference quotient in `g`
  have ht := (hasDerivAt_iff_tendsto_slope_zero.mp hd).const_mul (2 * π)
  have e : sheetPotential z = 2 * π * -|z| := by
    unfold sheetPotential
    ring
  rw [e]
  refine ht.congr ?_
  intro g
  simp only [smul_eq_mul, zero_add, neg_zero, zero_mul, Real.exp_zero, div_eq_mul_inv]
  ring
```

## A nonzero wave number and a nonnegative cutoff

For a charge wave that really oscillates, $k\neq0$, integration by parts gives

$$
\int_0^c z\cos(kz)\,dz
=\left[\frac{z\sin(kz)}{k}+\frac{\cos(kz)}{k^2}\right]_0^c
=\frac{c\sin(kc)}{k}+\frac{\cos(kc)-1}{k^2}.
$$

Multiplying by $-4\pi$ yields

$$
\int_{-c}^{c}-2\pi|z|\cos(kz)\,dz
=4\pi\left(\frac{1-\cos(kc)}{k^2}-\frac{c\sin(kc)}{k}\right).
$$

This is `cutoff_integral`. It holds for any real $k\neq0$, whether or not the wave fits a cell.

The hypothesis `hk : k ≠ 0` permits the divisions by $k$. At $k=0$ the integral is $-2\pi c^2$ and needs its own calculation. The hypothesis `hc : 0 ≤ c` says that $c$ is a cutoff distance. It is used where $|z|$ is replaced by $z$ on the interval from $0$ to $c$. For negative $c$ the integral runs backwards and changes sign while the right-hand side, even in $c$, does not, so the formula fails unless both sides are zero.

The proof first uses evenness, then removes the absolute value in `hcongr`. The step `hI` differentiates the explicit antiderivative and applies the fundamental theorem of calculus, which does the work of integration by parts.

```lean
/-- Fourier integral of the sheet potential over `[-c, c]` for any nonzero wave number `k`. -/
theorem cutoff_integral {k c : ℝ} (hk : k ≠ 0) (hc : 0 ≤ c) :
    ∫ z in (-c)..c, sheetPotential z * cos (k * z) =
      4 * π * ((1 - cos (k * c)) / k ^ 2 - c * sin (k * c) / k) := by
  have hcont := continuous_sheet
  refine (integral_even (f := fun z => sheetPotential z * cos (k * z))
    (by fun_prop) (fun z => by simp [sheetPotential]) c).trans ?_
  have hcongr : ∫ z in (0 : ℝ)..c, sheetPotential z * cos (k * z) =
      ∫ z in (0 : ℝ)..c, (-2 * π) * (z * cos (k * z)) := by
    refine intervalIntegral.integral_congr (fun z hz => ?_)
    rw [Set.uIcc_of_le hc] at hz
    simp only [sheetPotential, abs_of_nonneg hz.1]
    ring
  -- integration by parts, written as an explicit antiderivative
  have hI : ∫ z in (0 : ℝ)..c, z * cos (k * z) =
      (c * sin (k * c) / k + cos (k * c) / k ^ 2) -
        (0 * sin (k * 0) / k + cos (k * 0) / k ^ 2) := by
    refine intervalIntegral.integral_eq_sub_of_hasDerivAt
      (f := fun z => z * sin (k * z) / k + cos (k * z) / k ^ 2) (fun z _ => ?_)
      (Continuous.intervalIntegrable (by fun_prop) _ _)
    have h1 : HasDerivAt (fun y : ℝ => k * y) k z := by
      simpa using (hasDerivAt_id' z).const_mul k
    refine ((((hasDerivAt_id' z).fun_mul h1.sin).div_const k).fun_add
      (h1.cos.div_const (k ^ 2))).congr_deriv ?_
    field_simp
    ring
  rw [hcongr, intervalIntegral.integral_const_mul, hI, mul_zero, Real.cos_zero]
  ring
```

## Whole periods in a cell of positive length

The integer $n$ expresses periodicity: the charge wave completes $|n|$ periods in a cell of length $L$. At the cutoff $c=L/2$ its phase is then

$$
\frac{kL}{2}=\frac{2\pi n}{L}\,\frac L2=n\pi ,
$$

so $\sin(kL/2)=0$ and the boundary term disappears. Only $4\pi(1-\cos(kL/2))/k^2$ is left. For a wave that does not fit the cell, the extra term $-2\pi L\sin(kL/2)/k$ would generally remain.

The lemma `phase` proves the phase identity, using $L\neq0$ to cancel the cell length.

```lean
private lemma phase {L : ℝ} (hL : 0 < L) (n : ℤ) : waveNumber L n * (L / 2) = n * π := by
  have := hL.ne'
  unfold waveNumber
  field_simp
```

For the uniform mode the cosine is one, and the integral is elementary:

$$
\int_{-L/2}^{L/2}-2\pi|z|\,dz
=-4\pi\int_0^{L/2}z\,dz
=-4\pi\,\frac{(L/2)^2}{2}
=-\frac{\pi L^2}{2}.
$$

This case cannot be recovered by letting $k\to0$ in the formula for nonzero modes. That limit is $+\pi L^2/2$, with the wrong sign, because the boundary term has already been dropped. Keeping the boundary term gives the correct limit, $-\pi L^2/2$.

The theorem `slabKernel_eq` joins the two cases with `if n = 0 then … else …`. Its hypothesis `hL : 0 < L` says that the cell has a genuine length; it makes $L/2$ a valid cutoff and $k$ nonzero whenever $n\neq0$. With a negative $L$, the integral would again run backwards, and the stated values would have the wrong sign for $n=0$ and for odd $n$.

In the proof, `split_ifs` separates the cases. The first is the integral of $z$. The second applies `cutoff_integral` at $L/2$, then `phase`, then the vanishing of the sine at integer multiples of $\pi$.

```lean
/-- Slab kernel at zero in-plane wavevector, for every Fourier mode `n` of a cell of
length `L`. -/
theorem slabKernel_eq {L : ℝ} (hL : 0 < L) (n : ℤ) :
    slabKernel L n = if n = 0 then -(π * L ^ 2 / 2) else
      4 * π * (1 - cos (waveNumber L n * (L / 2))) / waveNumber L n ^ 2 := by
  have hc : 0 ≤ L / 2 := (half_pos hL).le
  split_ifs with hn
  · subst hn
    have h0 : slabKernel L 0 = ∫ z in (-(L / 2))..(L / 2), sheetPotential z := by
      simp [slabKernel, waveNumber]
    have h1 : ∫ z in (0 : ℝ)..(L / 2), sheetPotential z =
        ∫ z in (0 : ℝ)..(L / 2), (-2 * π) * z := by
      refine intervalIntegral.integral_congr (fun z hz => ?_)
      rw [Set.uIcc_of_le hc] at hz
      simp only [sheetPotential, abs_of_nonneg hz.1]
    rw [h0, integral_even continuous_sheet (fun z => by simp [sheetPotential]), h1,
      intervalIntegral.integral_const_mul, integral_id]
    ring
  · have hk : waveNumber L n ≠ 0 :=
      div_ne_zero (mul_ne_zero (by positivity) (Int.cast_ne_zero.mpr hn)) hL.ne'
    -- the boundary term vanishes because the phase at the cell edge is `n π`
    unfold slabKernel
    rw [cutoff_integral hk hc, phase hL, Real.sin_int_mul_pi]
    ring
```

## Even and odd nonzero modes

Since $\cos(n\pi)=(-1)^n$, the result for $n\neq0$ simplifies to

$$
\frac{4\pi\,(1-(-1)^n)}{k^2}=
\begin{cases}
0, & n\text{ even},\\
8\pi/k^2, & n\text{ odd}.
\end{cases}
$$

The hypothesis `hn : n ≠ 0` excludes the uniform mode. Zero is an even integer, but its kernel is $-\pi L^2/2$, so the statement for even modes would be false without this exclusion. The proof uses `hn` to select the second branch of `slabKernel_eq`, and the parity of $n$ then fixes the sign $(-1)^n$.

```lean
/-- The kernel vanishes for nonzero even modes and equals `8 π / k ^ 2` for odd modes. -/
theorem slabKernel_parity {L : ℝ} (hL : 0 < L) {n : ℤ} (hn : n ≠ 0) :
    (Even n → slabKernel L n = 0) ∧
      (Odd n → slabKernel L n = 8 * π / waveNumber L n ^ 2) := by
  rw [slabKernel_eq hL, if_neg hn, phase hL, Real.cos_int_mul_pi]
  constructor
  · intro h
    rw [h.neg_one_zpow]
    simp
  · intro h
    rw [h.neg_one_zpow]
    ring
```

Take $L=2$ in arbitrary length units, so that $k=\pi n$. The first four values are

| $n$ | Kernel | Decimal value |
|---:|:---|---:|
| 0 | $-2\pi$ | $-6.283$ |
| 1 | $8/\pi$ | $2.546$ |
| 2 | $0$ | $0$ |
| 3 | $8/(9\pi)$ | $0.283$ |

The entry for $n=1$ can be checked directly:

$$
-4\pi\int_0^1 z\cos(\pi z)\,dz
=-4\pi\left(-\frac{2}{\pi^2}\right)=\frac8\pi .
$$

## A charge density that repeats with the cell

The kernel is useful because it turns a convolution into a multiplication. Let the charge density be $\cos(kz)$, continued periodically beyond the cell. Its potential under the truncated interaction is

$$
\int_{-L/2}^{L/2}-2\pi|s|\cos(k(z-s))\,ds ,
$$

where $s$ is the displacement between the charge and the point $z$. Expanding the cosine gives

$$
\cos(k(z-s))=\cos(kz)\cos(ks)+\sin(kz)\sin(ks).
$$

The second term contributes an odd integrand in $s$ and vanishes. The first gives `slabKernel L n` times $\cos(kz)$. In the example with $L=2$, the density $\cos(\pi z)$ produces the potential $(8/\pi)\cos(\pi z)$.

The theorem `convolution_wave` needs no assumption that $L$ is positive or that $n$ is nonzero, because the argument uses only the symmetry of the window and of the potential. The integer $n$ matters for the physical reading: it makes the density periodic, so the part of the window that extends past the cell edge sees the same density re-entering from the other side. In the proof, `hsplit` is the cosine expansion and `hodd` removes the sine part.

In a plane-wave electronic-structure code that truncates the interaction in this way, this multiplication gives the laterally averaged part of the electrostatic potential for a fixed charge density, mode by mode. If the slab's charge is confined to a thickness less than $L/2$, a point inside it lies within the cutoff of all the slab's charge and beyond the cutoff of every periodic image, so there the truncated interaction reproduces that of an isolated slab. This geometric observation supplements the theorem, which concerns a single cosine wave.

```lean
/-- Convolving a cosine wave of the cell with the truncated sheet potential multiplies the
wave by the slab kernel. -/
theorem convolution_wave (L : ℝ) (n : ℤ) (z : ℝ) :
    ∫ s in (-(L / 2))..(L / 2), sheetPotential s * cos (waveNumber L n * (z - s)) =
      slabKernel L n * cos (waveNumber L n * z) := by
  have hcont := continuous_sheet
  set k := waveNumber L n with hk
  have hsplit : ∀ s, sheetPotential s * cos (k * (z - s)) =
      cos (k * z) * (sheetPotential s * cos (k * s)) +
        sin (k * z) * (sheetPotential s * sin (k * s)) := by
    intro s
    rw [mul_sub, Real.cos_sub]
    ring
  -- the sine part is odd and integrates to zero
  have hodd : ∫ s in (-(L / 2))..(L / 2), sheetPotential s * sin (k * s) = 0 :=
    integral_odd (f := fun s => sheetPotential s * sin (k * s))
      (fun s => by simp [sheetPotential]) _
  simp only [hsplit]
  rw [intervalIntegral.integral_add (Continuous.intervalIntegrable (by fun_prop) _ _)
    (Continuous.intervalIntegrable (by fun_prop) _ _), intervalIntegral.integral_const_mul,
    intervalIntegral.integral_const_mul, hodd, slabKernel, ← hk]
  ring

end

end SlabKernelZeroInPlane
```

```lean
#print axioms SlabKernelZeroInPlane.sheetPotential_is_limit
#print axioms SlabKernelZeroInPlane.cutoff_integral
#print axioms SlabKernelZeroInPlane.slabKernel_parity
#print axioms SlabKernelZeroInPlane.convolution_wave
```

```
'SlabKernelZeroInPlane.sheetPotential_is_limit' depends on axioms: [propext, Classical.choice, Quot.sound]
'SlabKernelZeroInPlane.cutoff_integral' depends on axioms: [propext, Classical.choice, Quot.sound]
'SlabKernelZeroInPlane.slabKernel_parity' depends on axioms: [propext, Classical.choice, Quot.sound]
'SlabKernelZeroInPlane.convolution_wave' depends on axioms: [propext, Classical.choice, Quot.sound]
```
